# A Nonzero Radial Wave in a Continuous Potential Has Finitely Many Nodes on a Compact Interval, All of Them Simple

## The radial equation, its slope and its nodes

A particle in a spherically symmetric potential has stationary states with wave functions of the form \(R(r)\,Y_{lm}\), where \(Y_{lm}\) is a spherical harmonic. The reduced radial function \(u(r) = r R(r)\) obeys

\[
u'' = (V - E)\,u .
\]

Here \(E\) is the energy, and \(V\) is the effective potential, which includes the centrifugal term \(l(l+1)/r^2\). Units are chosen so that \(\hbar^2/2\mu = 1\), where \(\mu\) is the mass of the particle, and lengths are measured in a fixed unit; Rydberg atomic units are an example. All functions are real, and the radial coordinate is written \(x\) on a general interval \([a,b]\) with \(a<b\).

The letter \(p\) denotes the slope \(u'\), not a momentum. A node is any zero of \(u\) in \([a,b]\), endpoints included. The textbook count of radial nodes usually leaves out the zero at the origin. A node is simple if the slope is nonzero there.

The claim is as follows. Let \(V\) be continuous on \([a,b]\), and let \(u\) solve the radial equation there without vanishing identically. Then \(u\) has only finitely many nodes in \([a,b]\), and each is simple.

Many radial solvers in electronic-structure codes label bound states by counting nodes. For a single radial equation with a continuous local potential on a compact interval, the claim says that this count is a finite number and that no node is a point where \(u\) merely touches zero.

## From a bound on growth to isolated zeros

**The amplitude cannot change too fast.** Let \(W = u^2 + p^2\). Since \(u' = p\) and \(p' = (V-E)u\),

\[
W' = 2up + 2p(V-E)u = 2up\,(1 + V - E).
\]

From \((u \pm p)^2 \ge 0\) we get \(|2up| \le W\). If \(|1+V-E| \le K\) on the interval, then \(|W'| \le K W\), and therefore

\[
\left(e^{-Kx}W\right)' = e^{-Kx}(W' - KW) \le 0, \qquad
\left(e^{Kx}W\right)' = e^{Kx}(W' + KW) \ge 0 .
\]

For \(y \ge x\) the first inequality gives \(e^{-Ky}W(y) \le e^{-Kx}W(x)\). For \(y \le x\) the second gives \(e^{Ky}W(y) \le e^{Kx}W(x)\). Both cases read

\[
W(y) \le e^{K|y-x|}\,W(x).
\]

**Every node is simple.** A continuous \(V\) is bounded on a compact interval, so a suitable \(K\) exists. Suppose \(u(c) = p(c) = 0\) at some \(c\). Then \(W(c) = 0\), the estimate gives \(W(y) \le 0\) for every \(y\), and \(u\) vanishes throughout \([a,b]\). This contradicts the assumption on \(u\).

**Every node is isolated.** Let \(u(c) = 0\) with \(p(c) \neq 0\). As \(x \to c\) within the interval,

\[
p(c)\,\frac{u(x)}{x-c} \longrightarrow p(c)^2 > 0 .
\]

For \(x \ne c\) close to \(c\) the left side is therefore positive. Multiplying by \((x-c)^2\) gives \(p(c)(x-c)u(x) > 0\). So \(u\) has no other zero nearby, and it changes sign at \(c\) if \(c\) is an interior point.

**There are finitely many nodes.** An infinite set of nodes in the compact interval would have an accumulation point \(c \in [a,b]\). If \(u(c) \neq 0\), continuity keeps \(u\) away from zero near \(c\), so no nodes accumulate there. If \(u(c) = 0\), then \(c\) is a simple node and hence isolated. Both cases are contradictory.

## The equation as a pair of first-order conditions

In Lean 4 with Mathlib:

```lean
import Mathlib

open Set Filter Topology

namespace RadialNodes
```

The second-order equation is stored as two first-order ones.

```lean
/-- The function `u` with slope `p` solves the radial Schrödinger equation
`u'' = (V - E) u` on `[a, b]`, with derivatives taken within the interval. -/
structure IsRadialSolution (V : ℝ → ℝ) (E a b : ℝ) (u p : ℝ → ℝ) : Prop where
  slope : ∀ x ∈ Icc a b, HasDerivWithinAt u (p x) (Icc a b) x
  schrodinger : ∀ x ∈ Icc a b, HasDerivWithinAt p ((V x - E) * u x) (Icc a b) x
```

`Icc a b` is the closed interval \([a,b]\). The field `slope` says that \(p\) is the derivative of \(u\), and `schrodinger` says that \((V-E)u\) is the derivative of \(p\). `HasDerivWithinAt` takes the limit only through points of the interval, so the derivatives at \(a\) and \(b\) are one-sided. The functions are defined on all of \(\mathbb{R}\), but their values outside \([a,b]\) play no part.

A different model would ask for ordinary two-sided derivatives, `HasDerivAt`, at every point of \([a,b]\). The values of \(u\) and \(p\) just outside the interval would then matter, because both functions would have to be differentiable from both sides at \(a\) and \(b\). That is a stronger hypothesis on the given functions, so the theorem would apply directly to fewer of them.

## The growth estimate for \(u^2 + p^2\)

```lean
/-- The squared phase-space amplitude `u² + p²` of a wave `u` with slope `p`. -/
def amplitude (u p : ℝ → ℝ) (x : ℝ) : ℝ := u x ^ 2 + p x ^ 2
```

The name `amplitude` stands for the squared quantity \(W\), not for its square root.

```lean
/-- If `|1 + V - E| ≤ K` on `[a, b]`, the squared amplitude of a radial solution changes
between two points of the interval by at most the factor `exp (K |y - x|)`. -/
theorem amplitude_le {V u p : ℝ → ℝ} {E a b K x y : ℝ}
    (h : IsRadialSolution V E a b u p) (hK : ∀ t ∈ Icc a b, |1 + V t - E| ≤ K)
    (hx : x ∈ Icc a b) (hy : y ∈ Icc a b) :
    amplitude u p y ≤ Real.exp (K * |y - x|) * amplitude u p x := by
  -- derivative of the amplitude with an exponential weight
  have hd : ∀ s, ∀ t ∈ Icc a b,
      HasDerivWithinAt (fun t => Real.exp (s * t) * amplitude u p t)
        (Real.exp (s * t) * (s * amplitude u p t + 2 * u t * p t * (1 + V t - E)))
        (Icc a b) t := by
    intro s t ht
    have h1 := (h.slope t ht).fun_pow 2
    have h2 := (h.schrodinger t ht).fun_pow 2
    have h3 : HasDerivWithinAt (fun t => Real.exp (s * t)) (Real.exp (s * t) * s)
        (Icc a b) t := by
      simpa using (((hasDerivAt_id' t).const_mul s).exp).hasDerivWithinAt
    refine (h3.fun_mul (h1.fun_add h2)).congr_deriv ?_
    have e : (2 - 1 : ℕ) = 1 := rfl
    simp only [amplitude, e, pow_one, Nat.cast_ofNat]
    ring
  -- the amplitude changes at a relative rate of at most `K`
  have hb : ∀ t ∈ Icc a b,
      |2 * u t * p t * (1 + V t - E)| ≤ K * amplitude u p t := by
    intro t ht
    have h1 : |2 * u t * p t| ≤ amplitude u p t := by
      unfold amplitude
      exact abs_le.2 ⟨by nlinarith [sq_nonneg (u t + p t)],
        by nlinarith [sq_nonneg (u t - p t)]⟩
    rw [abs_mul, mul_comm K]
    exact mul_le_mul h1 (hK t ht) (abs_nonneg _) ((abs_nonneg _).trans h1)
  have fin : ∀ s, Real.exp (s * y) * amplitude u p y ≤ Real.exp (s * x) * amplitude u p x →
      amplitude u p y ≤ Real.exp (s * (x - y)) * amplitude u p x := by
    intro s hs
    have e : Real.exp (s * x) = Real.exp (s * y) * Real.exp (s * (x - y)) := by
      rw [← Real.exp_add]
      congr 1
      ring
    rw [e, mul_assoc] at hs
    exact le_of_mul_le_mul_left hs (Real.exp_pos _)
  rcases le_total x y with hxy | hyx
  · have hanti := antitoneOn_of_hasDerivWithinAt_nonpos (convex_Icc a b)
      (fun t ht => (hd (-K) t ht).continuousWithinAt)
      (fun t ht => (hd (-K) t (interior_subset ht)).mono interior_subset)
      (fun t ht => mul_nonpos_of_nonneg_of_nonpos (Real.exp_pos _).le
        (by linarith [(abs_le.1 (hb t (interior_subset ht))).2]))
    have e : K * (y - x) = -K * (x - y) := by ring
    rw [abs_of_nonneg (sub_nonneg.2 hxy), e]
    exact fin (-K) (hanti hx hy hxy)
  · have hmono := monotoneOn_of_hasDerivWithinAt_nonneg (convex_Icc a b)
      (fun t ht => (hd K t ht).continuousWithinAt)
      (fun t ht => (hd K t (interior_subset ht)).mono interior_subset)
      (fun t ht => mul_nonneg (Real.exp_pos _).le
        (by linarith [(abs_le.1 (hb t (interior_subset ht))).1]))
    rw [abs_sub_comm, abs_of_nonneg (sub_nonneg.2 hyx)]
    exact fin K (hmono hy hx hyx)
```

The bound \(K\) is a hypothesis here, and continuity of \(V\) is not needed. The statement `hd` differentiates \(e^{st}W(t)\) for an arbitrary real \(s\), so one calculation serves both exponential weights. The statement `hb` is the inequality \(|W'| \le KW\); its two calls to `nlinarith` use the squares \((u+p)^2\) and \((u-p)^2\). The statement `fin` divides out the exponential at \(y\).

The proof then splits according to the order of \(x\) and \(y\). For \(x \le y\) it takes \(s = -K\), and the sign of the derivative makes the weighted amplitude decreasing. For \(y \le x\) it takes \(s = K\), and the weighted amplitude increases. The monotonicity theorems ask for continuity on the whole interval but for the sign of the derivative only in its interior.

## A double zero forces the wave to vanish

```lean
/-- For a potential continuous on `[a, b]`, a radial solution whose value and slope both
vanish at one point of the interval vanishes on the whole interval. -/
theorem eq_zero_of_double_zero {V u p : ℝ → ℝ} {E a b c : ℝ}
    (hV : ContinuousOn V (Icc a b)) (h : IsRadialSolution V E a b u p)
    (hc : c ∈ Icc a b) (hu : u c = 0) (hp : p c = 0) :
    ∀ x ∈ Icc a b, u x = 0 := by
  intro x hx
  obtain ⟨K, hK⟩ := isCompact_Icc.exists_bound_of_continuousOn
    ((continuousOn_const (c := (1 : ℝ))).add hV |>.sub (continuousOn_const (c := E)))
  have hW := amplitude_le h (K := K) (fun t ht => hK t ht) hc hx
  have h0 : amplitude u p c = 0 := by simp [amplitude, hu, hp]
  rw [h0, mul_zero] at hW
  unfold amplitude at hW
  have hsq : u x ^ 2 = 0 := by nlinarith [sq_nonneg (u x), sq_nonneg (p x)]
  exact pow_eq_zero_iff (two_ne_zero) |>.1 hsq
```

A double zero here means a point where the value and the slope both vanish; the order of the zero may be higher than two. The hypothesis `hV` says that \(V\) is continuous on \([a,b]\), again with one-sided limits at the ends. Compactness turns this into a bound \(K\) for \(|1+V-E|\), obtained from `exists_bound_of_continuousOn`. The growth estimate is applied from \(c\) to \(x\). Its right side is zero, so \(u(x)^2 + p(x)^2 \le 0\), and \(u(x) = 0\) follows.

## The sign of the wave beside a simple node

```lean
/-- Near a node `c` with nonzero slope, a radial solution has the sign of `p c * (x - c)`
at every other point `x` of the interval. -/
theorem sign_near_node {V u p : ℝ → ℝ} {E a b c : ℝ}
    (h : IsRadialSolution V E a b u p) (hc : c ∈ Icc a b) (hu : u c = 0) (hp : p c ≠ 0) :
    ∀ᶠ x in 𝓝[Icc a b \ {c}] c, 0 < p c * (x - c) * u x := by
  -- the difference quotient tends to the slope
  have ht := (hasDerivWithinAt_iff_tendsto_slope.1 (h.slope c hc)).const_mul (p c)
  filter_upwards [ht.eventually (lt_mem_nhds (mul_self_pos.2 hp)), self_mem_nhdsWithin]
    with x hx hxs
  have hxc : x - c ≠ 0 := sub_ne_zero.2 (fun e => hxs.2 e)
  rw [slope_def_field, hu, sub_zero] at hx
  have hpos := mul_pos hx (mul_self_pos.2 hxc)
  have e : p c * (u x / (x - c)) * ((x - c) * (x - c)) = p c * (x - c) * u x := by
    field_simp
  rwa [e] at hpos
```

The expression `∀ᶠ x in 𝓝[Icc a b \ {c}] c` means "for all \(x\) in the interval that are close enough to \(c\) and different from it". How close is close enough may depend on the solution and on the node.

The line defining `ht` expresses the derivative as the limit of the difference quotient and multiplies it by \(p(c)\). The limit \(p(c)^2\) is positive, so the product is positive near \(c\), and multiplication by \((x-c)^2\) clears the denominator. Only the relation between \(u\) and \(p\) enters; the Schrödinger equation itself is not used.

## Finitely many nodes, each with nonzero slope

```lean
/-- For a potential continuous on `[a, b]`, a radial solution that is not identically zero
there has only finitely many nodes in `[a, b]`, and its slope is nonzero at each of them. -/
theorem finitely_many_simple_nodes {V u p : ℝ → ℝ} {E a b : ℝ}
    (hV : ContinuousOn V (Icc a b)) (h : IsRadialSolution V E a b u p)
    (hne : ∃ x ∈ Icc a b, u x ≠ 0) :
    {x ∈ Icc a b | u x = 0}.Finite ∧ ∀ x ∈ Icc a b, u x = 0 → p x ≠ 0 := by
  have simple : ∀ x ∈ Icc a b, u x = 0 → p x ≠ 0 := by
    intro c hc hu hp
    obtain ⟨x, hx, hux⟩ := hne
    exact hux (eq_zero_of_double_zero hV h hc hu hp x hx)
  refine ⟨?_, simple⟩
  by_contra hinf
  -- infinitely many nodes would accumulate at some `c`
  obtain ⟨c, hc, hacc⟩ := Set.Infinite.exists_accPt_of_subset_isCompact hinf
    isCompact_Icc (fun x hx => hx.1)
  rw [accPt_iff_frequently] at hacc
  by_cases hu : u c = 0
  · have hs := eventually_nhdsWithin_iff.1 (sign_near_node h hc hu (simple c hc hu))
    obtain ⟨x, ⟨hxc, hx, hux⟩, hsx⟩ := (hacc.and_eventually hs).exists
    have hlt := hsx ⟨hx, hxc⟩
    rw [hux, mul_zero] at hlt
    exact lt_irrefl _ hlt
  · have hs := eventually_nhdsWithin_iff.1
      ((h.slope c hc).continuousWithinAt.tendsto.eventually (isOpen_ne.mem_nhds hu))
    obtain ⟨x, ⟨_, hx, hux⟩, hsx⟩ := (hacc.and_eventually hs).exists
    exact hsx hx hux
```

The hypothesis `hne` says that \(u\) is nonzero at some point of \([a,b]\). The conclusion has two parts: the set of zeros in the interval is finite, and \(p\) is nonzero at each zero. No bound on the number of nodes is given, and nothing is said about how that number depends on \(E\).

The theorem places no condition on the order of \(a\) and \(b\). If \(a = b\), a derivative within the single point carries no information and \(p(a)\) is arbitrary, but `hne` then says \(u(a) \neq 0\), so there is no node to consider. If \(a > b\), the interval is empty and `hne` is false.

The proof first establishes `simple` by applying the double-zero result. It then assumes that the set of nodes is infinite and extracts an accumulation point \(c\). The lemma `accPt_iff_frequently` restates accumulation as the presence of nodes different from \(c\) arbitrarily close to \(c\). If \(u(c) = 0\), one of these nodes satisfies the sign condition, which becomes \(0 < 0\). If \(u(c) \ne 0\), continuity makes \(u\) nonzero at one of them, again a contradiction.

For an atom, the theorem applies directly on \([r_0, R]\) with \(0 < r_0 < R\), provided the effective potential is continuous there. Going from this interval down to the nucleus is a separate step, since Coulomb and centrifugal terms diverge at \(r = 0\); it needs the behaviour of the solution near the origin.

## The centrifugal barrier produces a double zero

Continuity of \(V\) on the half-open interval \((0,b]\) alone does not guarantee simple nodes on \([0,b]\). Take \(V(r) = 6/r^2\), the centrifugal potential for \(l = 2\), with \(E = 0\) and \(u(r) = r^3\). For \(r > 0\),

\[
u'' = 6r = \frac{6}{r^2}\,r^3 = V u ,
\]

yet \(u(0) = u'(0) = 0\) and \(u\) is not identically zero. The same happens for every \(l \ge 2\).

```lean
/-- For the centrifugal potential `l (l + 1) / r²` on `r > 0` with `l ≥ 2`, the wave
`r ^ (l + 1)` solves the radial equation at `E = 0` on `[0, b]`, `b > 0`; its value and slope
both vanish at the origin, although it is nonzero at `b`. -/
theorem centrifugal_double_zero {l : ℕ} (hl : 2 ≤ l) {b : ℝ} (hb : 0 < b) {V u p : ℝ → ℝ}
    (hV : ∀ r, 0 < r → V r = l * (l + 1) / r ^ 2)
    (hu : ∀ r, u r = r ^ (l + 1)) (hp : ∀ r, p r = (l + 1) * r ^ l) :
    IsRadialSolution V 0 0 b u p ∧ u 0 = 0 ∧ p 0 = 0 ∧ u b ≠ 0 := by
  obtain ⟨n, rfl⟩ := Nat.exists_eq_add_of_le' hl
  obtain rfl : u = fun r => r ^ (n + 2 + 1) := funext hu
  obtain rfl : p = fun r => (((n + 2 : ℕ) : ℝ) + 1) * r ^ (n + 2) := funext hp
  refine ⟨⟨fun r _ => ?_, fun r hr => ?_⟩, by simp, by simp, pow_ne_zero _ hb.ne'⟩
  · exact (hasDerivAt_pow (n + 2 + 1) r).hasDerivWithinAt.congr_deriv (by simp)
  · refine ((hasDerivAt_pow (n + 2) r).const_mul
      (((n + 2 : ℕ) : ℝ) + 1)).hasDerivWithinAt.congr_deriv ?_
    have e : n + 2 - 1 = n + 1 := rfl
    rw [e]
    rcases hr.1.eq_or_lt with rfl | hpos
    · simp
    · -- away from the origin the factor `r²` cancels
      have e2 : r ^ (n + 2 + 1) = r ^ 2 * r ^ (n + 1) := by ring
      simp only [e2]
      rw [hV r hpos, sub_zero, ← mul_assoc (_ / _),
        div_mul_cancel₀ _ (pow_ne_zero 2 hpos.ne')]
      ring

end RadialNodes
```

The potential is prescribed only for \(r > 0\), by `hV`, and its value at the origin is left free. This is harmless because \(u(0) = 0\) removes \(V(0)\) from the equation, and for \(l \ge 2\) the second derivative \(l(l+1)r^{l-1}\) also vanishes at \(r = 0\). For \(l = 1\) the function \(u = r^2\) has \(u'' = 2\) at the origin, so it would not satisfy `IsRadialSolution` there, whatever value \(V(0)\) had. It still solves the equation for \(r > 0\), and its value and slope both vanish at the origin; only the condition imposed at \(r = 0\) itself excludes it from the theorem.

The proof writes \(l = n + 2\) with a natural number \(n\), so that the condition on \(l\) is built into the exponents. It differentiates the two powers and treats the origin separately. For \(r > 0\) it splits \(r^{l+1}\) into \(r^2 \cdot r^{l-1}\) and cancels \(r^2\) against the denominator of the potential. In this example it is simplicity that fails, not finiteness: \(r^{l+1}\) has a single zero on \([0,b]\).

```lean
#print axioms RadialNodes.finitely_many_simple_nodes
-- 'RadialNodes.finitely_many_simple_nodes' depends on axioms: [propext, Classical.choice, Quot.sound]
#print axioms RadialNodes.centrifugal_double_zero
-- 'RadialNodes.centrifugal_double_zero' depends on axioms: [propext, Classical.choice, Quot.sound]
```
